# For nodeless radial grid solutions that vanish at the origin, the end ratio falls with energy

**Q.** I integrate a radial Schrödinger equation outward from the origin to a sphere boundary, at two trial energies. Neither solution has a node before the boundary. In the continuum, the logarithmic derivative there is lower at the higher energy. My program only has values on a grid, though, and I doubt that a theorem about two abstract real sequences says anything about what it computes. What is the equation?

**A.** Take a uniform mesh of spacing $h$ and units with $\hbar^2/2m=1$. The three-point formula turns $-u''+V^{\rm phys}u=E^{\rm phys}u$ into

$$u_{n+1}+u_{n-1}=(V_n-E)\,u_n,\qquad V_n=2+h^2V^{\rm phys}_n,\quad E=h^2E^{\rm phys}.$$

Here $u$ is $r$ times the radial wavefunction, so $u_0=0$, and $V^{\rm phys}$ includes the centrifugal term. Let $u$ and $v$ be solutions at energies $E_1<E_2$ in the same potential, both zero at the origin and positive on sites $1,\dots,N$, with $N\ge1$. The claim is

$$\frac{v_{N+1}}{v_N}<\frac{u_{N+1}}{u_N}.$$

**Q.** That is a ratio, and I asked about a logarithmic derivative.

**A.** The forward-difference version is $(u_{N+1}-u_N)/(h\,u_N)=(u_{N+1}/u_N-1)/h$, which orders the two solutions in the same way. Normalisation cancels in either form.

**Q.** Derive it without the computer first.

**A.** Define the discrete Wronskian, or Casoratian, $W_n=u_nv_{n+1}-u_{n+1}v_n$. Write the equations at site $n+1$:

$$u_{n+2}+u_n=(V_{n+1}-E_1)u_{n+1},\qquad v_{n+2}+v_n=(V_{n+1}-E_2)v_{n+1}.$$

Then

$$\begin{aligned}W_{n+1}-W_n&=u_{n+1}(v_{n+2}+v_n)-v_{n+1}(u_{n+2}+u_n)\\&=(E_1-E_2)\,u_{n+1}v_{n+1},\end{aligned}$$

because the potential terms cancel. Since $u_0=v_0=0$, we have $W_0=0$, and adding up the steps gives

$$W_N=(E_1-E_2)\sum_{n=0}^{N-1}u_{n+1}v_{n+1}.$$

The sum runs over sites $1,\dots,N$ and is positive, while $E_1-E_2$ is negative. Hence $W_N<0$, that is, $u_Nv_{N+1}<u_{N+1}v_N$. Dividing by $u_Nv_N>0$ gives the claim. For $N=1$ it reads $V_1-E_2<V_1-E_1$.

**Q.** Now show me how the grid equation enters the Lean file.

```lean
import Mathlib

open Finset

namespace DiscreteRadialWronskian

/-- The radial equation on a grid: `u_(n+1) + u_(n-1) = (V_n - E) u_n` at every site `n ≥ 1`. -/
def SolvesGrid (V : ℕ → ℝ) (E : ℝ) (u : ℕ → ℝ) : Prop :=
  ∀ n, u (n + 2) + u n = (V (n + 1) - E) * u (n + 1)
```

**A.** `SolvesGrid V E u` is the recurrence with its index shifted: Lean's `n` starts at 0, and the equation is imposed at site `n + 1`. The origin is never a site where the equation holds, so `V 0` is not used, and a Coulomb or centrifugal singularity there does no harm.

**Q.** The sequences are infinite, and my grid stops.

**A.** The equation is required at every later site, but that costs nothing. Values up to $N+1$ that satisfy it on sites $1,\dots,N$ can be continued by choosing any further potential values and running the recurrence forward. The Casoratian is defined on the bond between neighbouring sites:

```lean
/-- The Casoratian, or discrete Wronskian, of two sequences on the bond from `n` to `n + 1`. -/
def casoratian (u v : ℕ → ℝ) (n : ℕ) : ℝ :=
  u n * v (n + 1) - u (n + 1) * v n
```

**Q.** Where does the potential drop out?

**A.** In the one-site identity. The `change` line writes out both Casoratians, and `linear_combination` multiplies the $v$ equation by $u_{n+1}$, subtracts $v_{n+1}$ times the $u$ equation, and checks the remaining algebra. Positivity plays no part yet.

```lean
variable {V u v : ℕ → ℝ} {E1 E2 : ℝ}

/-- Across one grid site the Casoratian of two solutions changes by the energy difference times
the product of the two wavefunctions at that site. -/
theorem casoratian_step (hu : SolvesGrid V E1 u) (hv : SolvesGrid V E2 v) (n : ℕ) :
    casoratian u v (n + 1) - casoratian u v n = (E1 - E2) * (u (n + 1) * v (n + 1)) := by
  have h1 := hu n
  have h2 := hv n
  change (u (n + 1) * v (n + 2) - u (n + 2) * v (n + 1))
    - (u n * v (n + 1) - u (n + 1) * v n) = _
  -- the potential cancels between the two equations
  linear_combination u (n + 1) * h2 - v (n + 1) * h1
```

**Q.** And the sum over the grid?

**A.** That is induction on $N$. The boundary values at the origin settle the empty sum, and each further site contributes one use of the step identity. `range N` runs over $0,\dots,N-1$, so the summand at `n + 1` covers sites $1,\dots,N$.

```lean
/-- For two solutions that vanish at the origin, the Casoratian at `N` is the energy difference
times the overlap sum over the sites `1, ..., N`. -/
theorem casoratian_eq_sum (hu : SolvesGrid V E1 u) (hv : SolvesGrid V E2 v)
    (hu0 : u 0 = 0) (hv0 : v 0 = 0) (N : ℕ) :
    casoratian u v N = (E1 - E2) * ∑ n ∈ range N, u (n + 1) * v (n + 1) := by
  induction N with
  | zero => simp [casoratian, hu0, hv0]
  | succ N ih =>
    rw [sum_range_succ, mul_add, ← ih]
    linarith [casoratian_step hu hv N]
```

**Q.** So the sign comes only from the absence of nodes?

**A.** From that, the order of the energies, and the zeros at the origin, which the summed identity has already used. `sum_pos` needs every term to be positive and at least one term to exist; the second requirement is met by $N\ge1$. A negative energy difference times a positive overlap is negative.

```lean
/-- If both solutions vanish at the origin and are positive on the sites `1, ..., N`, where `N ≥ 1`,
and if `E1 < E2`, their Casoratian at `N` is negative. -/
theorem casoratian_neg (hu : SolvesGrid V E1 u) (hv : SolvesGrid V E2 v)
    (hu0 : u 0 = 0) (hv0 : v 0 = 0) (hE : E1 < E2) {N : ℕ} (hN : 1 ≤ N)
    (hupos : ∀ n, 1 ≤ n → n ≤ N → 0 < u n) (hvpos : ∀ n, 1 ≤ n → n ≤ N → 0 < v n) :
    casoratian u v N < 0 := by
  rw [casoratian_eq_sum hu hv hu0 hv0]
  have hsum : 0 < ∑ n ∈ range N, u (n + 1) * v (n + 1) := by
    apply sum_pos
    · intro n hn
      have hn' := mem_range.mp hn
      exact mul_pos (hupos _ (by omega) (by omega)) (hvpos _ (by omega) (by omega))
    · exact ⟨0, mem_range.mpr (by omega)⟩
  exact mul_neg_of_neg_of_pos (by linarith) hsum
```

**Q.** Then the ratio theorem should be a division.

**A.** It is. `div_lt_div_iff₀` clears the two positive denominators, and `linarith` recognises the resulting inequality as $W_N<0$. The hypotheses `hupos` and `hvpos` stop at site $N$, so the values at $N+1$ may have either sign.

```lean
/-- For two solutions that vanish at the origin and are positive on the sites `1, ..., N`, where `N
≥ 1`, the ratio of the value at `N + 1` to the value at `N` is strictly smaller at the higher
energy. -/
theorem ratio_strictly_decreases (hu : SolvesGrid V E1 u) (hv : SolvesGrid V E2 v)
    (hu0 : u 0 = 0) (hv0 : v 0 = 0) (hE : E1 < E2) {N : ℕ} (hN : 1 ≤ N)
    (hupos : ∀ n, 1 ≤ n → n ≤ N → 0 < u n) (hvpos : ∀ n, 1 ≤ n → n ≤ N → 0 < v n) :
    v (N + 1) / v N < u (N + 1) / u N := by
  have hW := casoratian_neg hu hv hu0 hv0 hE hN hupos hvpos
  unfold casoratian at hW
  rw [div_lt_div_iff₀ (hvpos N hN le_rfl) (hupos N hN le_rfl)]
  linarith
```

**Q.** I can choose the starting slope, but I can't promise in advance that both solutions are nodeless. Isn't that assuming too much?

**A.** Half of it can be derived. Suppose $v$ is positive on $1,\dots,N$ and $u_1>0$. If $u$ is positive up to some site $k\ge1$ with $k<N$, then $W_k<0$ gives

$$0<u_kv_{k+1}<u_{k+1}v_k,$$

so $u_{k+1}>0$. The strong induction below repeats this from site to site; its `by_contra` and `nlinarith` steps rule out $u_{k+1}\le0$ by the same inequality. Positivity at the higher energy remains an assumption, and it is the physical condition that the energy is low enough for no node to have appeared inside the boundary.

```lean
/-- Let two solutions vanish at the origin. If the one at the higher energy is positive on the sites
`1, ..., N` and the one at the lower energy is positive at site `1`, then the latter is also
positive on the sites `1, ..., N`. -/
theorem lower_energy_positive (hu : SolvesGrid V E1 u) (hv : SolvesGrid V E2 v)
    (hu0 : u 0 = 0) (hv0 : v 0 = 0) (hE : E1 < E2) (hu1 : 0 < u 1) {N : ℕ}
    (hvpos : ∀ n, 1 ≤ n → n ≤ N → 0 < v n) :
    ∀ n, 1 ≤ n → n ≤ N → 0 < u n := by
  intro n
  induction n using Nat.strong_induction_on with
  | _ n ih =>
    intro hn hnN
    obtain rfl | ⟨k, hk, rfl⟩ : n = 1 ∨ ∃ k, 1 ≤ k ∧ n = k + 1 := by
      by_cases h : n = 1
      · exact Or.inl h
      · exact Or.inr ⟨n - 1, by omega, by omega⟩
    · exact hu1
    · -- positivity up to site `k` fixes the sign of the Casoratian there
      have hW := casoratian_neg hu hv hu0 hv0 hE hk
        (fun m h1 h2 => ih m (by omega) h1 (by omega))
        (fun m h1 h2 => hvpos m h1 (by omega))
      unfold casoratian at hW
      have huk : 0 < u k := ih k (by omega) hk (by omega)
      have hvk : 0 < v k := hvpos k hk (by omega)
      have hprod : 0 < u k * v (k + 1) := mul_pos huk (hvpos (k + 1) hn hnN)
      by_contra hneg
      have hle : u (k + 1) ≤ 0 := not_lt.mp hneg
      nlinarith [mul_nonneg (neg_nonneg.mpr hle) hvk.le]
```

**Q.** What happens when the lower-energy solution does reach a node?

**A.** If $u_{N+1}\le0$ while $v$ is still positive on $1,\dots,N$, then $u_Nv_{N+1}<u_{N+1}v_N\le0$, so $v_{N+1}<0$. The higher-energy solution therefore changes sign no later than the lower one reaches zero or below. This is the first-node part of Sturm comparison; nothing is said about later nodes. The Lean proof first obtains positivity of $u$ from the preceding theorem, then argues by contradiction.

```lean
/-- Let two solutions vanish at the origin, with the lower-energy one positive at site `1` and the
higher-energy one positive on the sites `1, ..., N`, where `N ≥ 1`. If the lower-energy solution is
zero or negative at site `N + 1`, the higher-energy one is strictly negative there. -/
theorem higher_energy_node (hu : SolvesGrid V E1 u) (hv : SolvesGrid V E2 v)
    (hu0 : u 0 = 0) (hv0 : v 0 = 0) (hE : E1 < E2) (hu1 : 0 < u 1) {N : ℕ} (hN : 1 ≤ N)
    (hvpos : ∀ n, 1 ≤ n → n ≤ N → 0 < v n) (hnode : u (N + 1) ≤ 0) :
    v (N + 1) < 0 := by
  have hupos := lower_energy_positive hu hv hu0 hv0 hE hu1 hvpos
  have hW := casoratian_neg hu hv hu0 hv0 hE hN hupos hvpos
  unfold casoratian at hW
  have huN := hupos N hN le_rfl
  have hvN := hvpos N hN le_rfl
  by_contra hneg
  have hle : 0 ≤ v (N + 1) := not_lt.mp hneg
  nlinarith [mul_nonneg huN.le hle, mul_nonneg (neg_nonneg.mpr hnode) hvN.le]
```

**Q.** Does the summed identity give the usual orthogonality of box states as well?

**A.** Yes, and without any sign condition. If both solutions also vanish at a hard wall at site $N+1$, then $W_N=0$. With $E_1\ne E_2$, the overlap sum must vanish. In Lean, `mul_eq_zero` splits the product, and the energy factor is excluded.

```lean
/-- Two solutions at different energies that vanish at the origin and at the wall `N + 1` are
orthogonal on the grid. -/
theorem box_states_orthogonal (hu : SolvesGrid V E1 u) (hv : SolvesGrid V E2 v)
    (hu0 : u 0 = 0) (hv0 : v 0 = 0) (hE : E1 ≠ E2) {N : ℕ}
    (huN : u (N + 1) = 0) (hvN : v (N + 1) = 0) :
    ∑ n ∈ range N, u (n + 1) * v (n + 1) = 0 := by
  have h := casoratian_eq_sum hu hv hu0 hv0 N
  have hW : casoratian u v N = 0 := by simp [casoratian, huN, hvN]
  rw [hW] at h
  exact (mul_eq_zero.mp h.symm).resolve_left (sub_ne_zero.mpr hE)
```

**Q.** Give me a case that I can check with numbers.

**A.** Take the free particle with zero angular momentum, which is $V_n=2$ in these units. At $E_1=-1/2$ a solution is $u_n=2^n-2^{-n}$, the grid form of a hyperbolic sine; at $E_2=0$ a solution is $v_n=n$. For $N=1$ the ratios are $v_2/v_1=2$ and $u_2/u_1=(15/4)/(3/2)=5/2$, in the stated order. The last theorem verifies both recurrences, the zeros at the origin and positivity at every later site, so the example serves for every $N\ge1$.

```lean
/-- In the constant potential `V = 2`, the sequences `2^n - (1/2)^n` at energy `-1/2` and `n` at
energy `0` solve the grid equation, vanish at the origin and are positive at all later sites. -/
theorem ratio_strictly_decreases_witness :
    SolvesGrid (fun _ => 2) (-1 / 2) (fun n => (2 : ℝ) ^ n - (1 / 2 : ℝ) ^ n) ∧
    SolvesGrid (fun _ => 2) 0 (fun n => (n : ℝ)) ∧
    (2 : ℝ) ^ 0 - (1 / 2 : ℝ) ^ 0 = 0 ∧ ((0 : ℕ) : ℝ) = 0 ∧
    ∀ n : ℕ, 1 ≤ n → 0 < (2 : ℝ) ^ n - (1 / 2 : ℝ) ^ n ∧ 0 < (n : ℝ) := by
  refine ⟨?_, ?_, by norm_num, by norm_num, ?_⟩
  · intro n
    simp only [pow_succ]
    ring
  · intro n
    push_cast
    ring
  · intro n hn
    have h1 : (1 : ℝ) < 2 ^ n := one_lt_pow₀ (by norm_num) (by omega)
    have h2 : (1 / 2 : ℝ) ^ n ≤ 1 := pow_le_one₀ (by norm_num) (by norm_num)
    exact ⟨by linarith, by exact_mod_cast hn⟩

end DiscreteRadialWronskian
```

```lean
#print axioms DiscreteRadialWronskian.ratio_strictly_decreases
#print axioms DiscreteRadialWronskian.higher_energy_node
#print axioms DiscreteRadialWronskian.box_states_orthogonal
```

```
'DiscreteRadialWronskian.ratio_strictly_decreases' depends on axioms: [propext, Classical.choice, Quot.sound]
'DiscreteRadialWronskian.higher_energy_node' depends on axioms: [propext, Classical.choice, Quot.sound]
'DiscreteRadialWronskian.box_states_orthogonal' depends on axioms: [propext, Classical.choice, Quot.sound]
```

**Q.** What may I use this for in an augmented-wave calculation?

**A.** For a single radial channel with a fixed local potential on a uniform three-point grid, it shows that matching to a prescribed ratio at the sphere boundary can succeed for at most one energy among those whose solutions are positive on sites $1,\dots,N$. Two such energies would give strictly different ratios.

**Q.** My code uses a logarithmic mesh and Numerov's method.

**A.** Then the theorem doesn't apply as it stands. On a logarithmic mesh the energy is multiplied by a site-dependent weight, and in Numerov's method it enters the recurrence coefficients in a different way. Nonlocal potentials, coupled channels and the limit $h\to0$ aren't treated either.

**Q.** Does the argument say anything if I keep the energy and change the potential?

**A.** Yes, by the same calculation by hand, though the file contains no theorem for it. Let $u$ belong to $V$ and $v$ to a second potential $V'$, at one common energy. The step becomes $W_{n+1}-W_n=(V'_{n+1}-V_{n+1})\,u_{n+1}v_{n+1}$. If $V'_n<V_n$ on sites $1,\dots,N$ and the other conditions are unchanged, then $v_{N+1}/v_N<u_{N+1}/u_N$: deepening the potential lowers the end ratio, just as raising the energy does.
